# The even and odd second-neighbour sums of the Haldane model take exactly the values where a deltoid's quartic is nonpositive

**Q:** An electron on a honeycomb lattice hops between second neighbours, which lie on the same sublattice. In the Haldane model it gains a phase $\varphi$ along three of the six directions and $-\varphi$ along their opposites. At each crystal momentum this leaves two numbers: an even sum $C$, which shifts both bands together, and an odd sum $S$, which enters with opposite signs on the two sublattices and acts as a mass. Can $C$ and $S$ vary independently?

**A:** No. The three lattice vectors with phase $\varphi$ add up to zero, so their Bloch phases do too. Call these phases $a$, $-b$ and $b-a$; note that $b$ is minus the phase along the second vector. Here $C$ is a sum of cosines, not a Chern number.

```lean
import Mathlib

namespace HaldaneDeltoid

noncomputable section

/-- The even second-neighbour sum `C` of the Haldane model at Bloch phases `a`, `b`. -/
def nnnCos (a b : ℝ) : ℝ := Real.cos a + Real.cos b + Real.cos (a - b)

/-- The odd second-neighbour sum `S` of the Haldane model at Bloch phases `a`, `b`. -/
def nnnSin (a b : ℝ) : ℝ := Real.sin a - Real.sin b + Real.sin (b - a)
```

**Q:** Those are just trigonometric sums. Where is the hopping?

**A:** It is written as six complex terms, with a real second-neighbour amplitude $t$, often called $t_2$:

```lean
/-- The Bloch sum of the six second-neighbour hoppings on one sublattice: amplitude
`t exp(iφ)` along three lattice vectors with Bloch phases `a`, `-b`, `b - a`, and
`t exp(-iφ)` along their opposites. -/
def nnnHopping (t φ a b : ℝ) : ℂ :=
  t * Complex.exp ((φ : ℂ) * Complex.I) *
      (Complex.exp ((a : ℂ) * Complex.I) + Complex.exp (((-b : ℝ) : ℂ) * Complex.I)
        + Complex.exp (((b - a : ℝ) : ℂ) * Complex.I))
    + t * Complex.exp (((-φ : ℝ) : ℂ) * Complex.I) *
      (Complex.exp (((-a : ℝ) : ℂ) * Complex.I) + Complex.exp ((b : ℂ) * Complex.I)
        + Complex.exp (((a - b : ℝ) : ℂ) * Complex.I))
```

Since $C+iS=e^{ia}+e^{-ib}+e^{i(b-a)}$, and the second group of three terms is the conjugate of the first, the total is
$$2t\,\mathrm{Re}\big[e^{i\varphi}(C+iS)\big]=2t(\cos\varphi\,C-\sin\varphi\,S).$$
The other sublattice has $-\varphi$ in place of $\varphi$. The constraint on $C$ and $S$ is expressed through a quartic, which I'll call $D(x,y)$:

```lean
/-- The quartic polynomial in the plane of the two second-neighbour sums. -/
def deltoidPoly (x y : ℝ) : ℝ :=
  (x ^ 2 + y ^ 2) ^ 2 - 8 * (x ^ 3 - 3 * x * y ^ 2) + 18 * (x ^ 2 + y ^ 2) - 27
```

The theorem `nnnHopping_eq` states the formula for the hopping. Its proof expands each exponential by Euler's formula, uses the parity of sine and cosine, and finishes with $i^2=-1$.

```lean
/-- The second-neighbour Bloch sum is real and equals `2t (cos φ C - sin φ S)`. -/
theorem nnnHopping_eq (t φ a b : ℝ) :
    nnnHopping t φ a b =
      ((2 * t * (Real.cos φ * nnnCos a b - Real.sin φ * nnnSin a b) : ℝ) : ℂ) := by
  have e : ∀ x : ℝ, Complex.exp ((x : ℂ) * Complex.I)
      = ((Real.cos x : ℝ) : ℂ) + ((Real.sin x : ℝ) : ℂ) * Complex.I := by
    intro x
    rw [Complex.exp_mul_I, Complex.ofReal_cos, Complex.ofReal_sin]
  have h1 : Real.cos (b - a) = Real.cos (a - b) := by
    rw [← Real.cos_neg, neg_sub]
  have h2 : Real.sin (a - b) = -Real.sin (b - a) := by
    rw [← Real.sin_neg, neg_sub]
  unfold nnnHopping nnnCos nnnSin
  -- expand the exponentials before the casts are moved
  simp only [e]
  simp only [Real.cos_neg, Real.sin_neg, h1, h2, Complex.ofReal_mul, Complex.ofReal_add,
    Complex.ofReal_sub, Complex.ofReal_neg, Complex.ofReal_ofNat]
  linear_combination (2 * (t : ℂ) * ((Real.sin φ : ℝ) : ℂ) *
    (((Real.sin a : ℝ) : ℂ) - ((Real.sin b : ℝ) : ℂ) + ((Real.sin (b - a) : ℝ) : ℂ)))
    * Complex.I_sq
```

**Q:** So the sums do belong to the Hamiltonian. What is assumed about the crystal?

**A:** That Bloch's theorem turns the real-space hopping into this six-term sum; the Lean definitions start from the sum. The phases are arbitrary real numbers, as in an infinite crystal. A finite periodic one samples only some of them, so it obeys the constraint without reaching every allowed point.

**Q:** How does a quartic come out of three phases?

**A:** Write a point as $z=x+iy=e^{2iu}+2c\,e^{-iu}$, with $u$ and $c$ real, and put $k=\cos 3u$. Then
$$|z|^2=1+4c^2+4ck,\qquad \mathrm{Re}\,z^3=2k^2-1+6ck+12c^2+8c^3k.$$
Because $x^3-3xy^2=\mathrm{Re}\,z^3$, we have $D=|z|^4-8\,\mathrm{Re}\,z^3+18|z|^2-27$. Inserting the two expressions gives
$$D=16\,(c^4-2c^3k+c^2k^2-c^2+2ck-k^2)=16(c^2-1)(k-c)^2.$$
Lean does the same in real coordinates: `hy` rewrites $y^2$ in terms of $\cos u$, the double- and triple-angle formulas do the rest, and `ring` compares polynomials.

```lean
/-- The quartic factorises on points written as a unit vector at angle `2u` plus a
vector of signed length `2c` at angle `-u`. -/
theorem deltoidPoly_param (u c : ℝ) :
    deltoidPoly (Real.cos (2 * u) + 2 * c * Real.cos u)
      (Real.sin (2 * u) - 2 * c * Real.sin u)
      = 16 * (c ^ 2 - 1) * (Real.cos (3 * u) - c) ^ 2 := by
  have hy : (Real.sin (2 * u) - 2 * c * Real.sin u) ^ 2
      = 4 * (1 - Real.cos u ^ 2) * (Real.cos u - c) ^ 2 := by
    rw [Real.sin_two_mul]
    linear_combination 4 * (Real.cos u - c) ^ 2 * Real.sin_sq_add_cos_sq u
  unfold deltoidPoly
  rw [hy, Real.cos_two_mul, Real.cos_three_mul]
  ring
```

**Q:** That handles points of a special form. Is every point of that form?

**A:** Yes. We need $(z-e^{2iu})e^{iu}$ to be real, which means
$$f(u)=x\sin u+y\cos u-\sin 3u=0.$$
Since $f(0)=y$ and $f(\pi)=-y$, continuity supplies a zero. Then $c$ is half of that real number:
$$c=\tfrac12\big[(x-\cos 2u)\cos u-(y-\sin 2u)\sin u\big].$$
In the proof, `hlin` is the vanishing imaginary part, and the last two lines recover $x$ and $y$.

```lean
/-- Every point of the plane is a unit vector at some angle `2u` plus a vector of signed
length `2c` at angle `-u`. -/
theorem exists_param (x y : ℝ) : ∃ u c : ℝ,
    x = Real.cos (2 * u) + 2 * c * Real.cos u ∧
    y = Real.sin (2 * u) - 2 * c * Real.sin u := by
  -- a continuous function taking the values y and -y has a zero
  obtain ⟨u, hu⟩ : ∃ u : ℝ, x * Real.sin u + y * Real.cos u - Real.sin (3 * u) = 0 := by
    have hc : Continuous
        (fun u : ℝ => x * Real.sin u + y * Real.cos u - Real.sin (3 * u)) := by fun_prop
    have h0 : x * Real.sin 0 + y * Real.cos 0 - Real.sin (3 * 0) = y := by simp
    have hp : x * Real.sin Real.pi + y * Real.cos Real.pi - Real.sin (3 * Real.pi) = -y := by
      rw [Real.sin_three_mul]
      simp
    rcases le_total y 0 with hy | hy
    · exact mem_range_of_exists_le_of_exists_ge hc ⟨0, h0.trans_le hy⟩
        ⟨Real.pi, (neg_nonneg.2 hy).trans_eq hp.symm⟩
    · exact mem_range_of_exists_le_of_exists_ge hc
        ⟨Real.pi, hp.trans_le (neg_nonpos.2 hy)⟩ ⟨0, hy.trans_eq h0.symm⟩
  have h3 : Real.sin (3 * u)
      = Real.sin (2 * u) * Real.cos u + Real.cos (2 * u) * Real.sin u := by
    rw [← Real.sin_add]
    congr 1
    ring
  have hlin : (x - Real.cos (2 * u)) * Real.sin u
      + (y - Real.sin (2 * u)) * Real.cos u = 0 := by
    linear_combination hu + h3
  have hsc := Real.sin_sq_add_cos_sq u
  -- c is half the projection of the remaining vector on the direction -u
  refine ⟨u, ((x - Real.cos (2 * u)) * Real.cos u
    - (y - Real.sin (2 * u)) * Real.sin u) / 2, ?_, ?_⟩
  · linear_combination Real.sin u * hlin - (x - Real.cos (2 * u)) * hsc
  · linear_combination Real.cos u * hlin - (y - Real.sin (2 * u)) * hsc
```

**Q:** And which of these points come from Bloch phases?

**A:** Take $a=2u$ and $b=u-d$ with $d$ real. Then $b-a=-(u+d)$, and
$$C+iS=e^{2iu}+e^{-iu}(e^{id}+e^{-id})=e^{2iu}+2\cos d\;e^{-iu}.$$
So Bloch phases correspond to $c=\cos d$.

```lean
/-- The two second-neighbour sums at Bloch phases `2u` and `u - d`. -/
theorem nnn_param (u d : ℝ) :
    nnnCos (2 * u) (u - d) = Real.cos (2 * u) + 2 * Real.cos d * Real.cos u ∧
    nnnSin (2 * u) (u - d) = Real.sin (2 * u) - 2 * Real.cos d * Real.sin u := by
  constructor
  · unfold nnnCos
    rw [show 2 * u - (u - d) = u + d by ring, Real.cos_sub, Real.cos_add]
    ring
  · unfold nnnSin
    rw [show u - d - 2 * u = -(u + d) by ring, Real.sin_neg, Real.sin_sub, Real.sin_add]
    ring
```

For given $a,b$, set $u=a/2$ and $d=a/2-b$. Then $c^2-1=-\sin^2\frac{2b-a}{2}$, and the sum-to-product formula gives
$$\cos 3u-\cos d=-2\sin\tfrac{2a-b}{2}\,\sin\tfrac{a+b}{2}.$$
Substituting both into the factorised quartic yields
$$D(C,S)=-64\,\sin^2\tfrac{a+b}{2}\,\sin^2\tfrac{2a-b}{2}\,\sin^2\tfrac{2b-a}{2}.$$
In Lean, `h1` and `h2` are these two substitutions.

```lean
/-- At all Bloch phases the quartic in the two second-neighbour sums equals `-64` times
a product of three squared sines. -/
theorem deltoidPoly_nnn (a b : ℝ) :
    deltoidPoly (nnnCos a b) (nnnSin a b) =
      -64 * (Real.sin ((a + b) / 2) ^ 2 * Real.sin ((2 * a - b) / 2) ^ 2
        * Real.sin ((2 * b - a) / 2) ^ 2) := by
  have ha : 2 * (a / 2) = a := by ring
  have hb : a / 2 - (a / 2 - b) = b := by ring
  obtain ⟨hC, hS⟩ := nnn_param (a / 2) (a / 2 - b)
  have hp := deltoidPoly_param (a / 2) (Real.cos (a / 2 - b))
  rw [ha, hb] at hC hS
  rw [ha] at hp
  have h1 : Real.cos (3 * (a / 2)) - Real.cos (a / 2 - b)
      = -2 * Real.sin ((2 * a - b) / 2) * Real.sin ((a + b) / 2) := by
    rw [Real.cos_sub_cos, show (3 * (a / 2) + (a / 2 - b)) / 2 = (2 * a - b) / 2 by ring,
      show (3 * (a / 2) - (a / 2 - b)) / 2 = (a + b) / 2 by ring]
  have h2 : Real.cos (a / 2 - b) ^ 2 - 1 = -Real.sin ((2 * b - a) / 2) ^ 2 := by
    rw [show (2 * b - a) / 2 = -(a / 2 - b) by ring, Real.sin_neg]
    linear_combination Real.sin_sq_add_cos_sq (a / 2 - b)
  rw [hC, hS, hp, h1, h2]
  ring
```

**Q:** Then $D\le 0$ is necessary. Could the true range be smaller?

**A:** It is exactly that set: `nnn_range_iff` says that real $(x,y)$ equals $(C,S)$ for some $a,b$ if and only if $D(x,y)\le0$. For the converse, write the point with $u$ and $c$. If $16(c^2-1)(\cos 3u-c)^2\le0$, then either $c=\cos 3u$ or $c^2\le1$. Both give $|c|\le1$, so $d=\arccos c$ exists, and $a=2u$, $b=u-d$ reach the point.

```lean
/-- A point `(x, y)` is the pair of second-neighbour sums at some Bloch phases exactly
when the quartic is nonpositive there. -/
theorem nnn_range_iff (x y : ℝ) :
    (∃ a b : ℝ, nnnCos a b = x ∧ nnnSin a b = y) ↔ deltoidPoly x y ≤ 0 := by
  constructor
  · rintro ⟨a, b, rfl, rfl⟩
    rw [deltoidPoly_nnn]
    have : 0 ≤ Real.sin ((a + b) / 2) ^ 2 * Real.sin ((2 * a - b) / 2) ^ 2
        * Real.sin ((2 * b - a) / 2) ^ 2 := by positivity
    linarith
  · intro hD
    obtain ⟨u, c, rfl, rfl⟩ := exists_param x y
    rw [deltoidPoly_param] at hD
    -- the sign of the quartic forces c to be a cosine
    have hc : c ^ 2 ≤ 1 := by
      rcases eq_or_ne (Real.cos (3 * u)) c with he | hne
      · rw [← he]
        exact Real.cos_sq_le_one _
      · by_contra hn
        have hpos : 0 < (Real.cos (3 * u) - c) ^ 2 := by
          have := sub_ne_zero.2 hne
          positivity
        have := mul_pos (sub_pos.2 (not_le.1 hn)) hpos
        nlinarith
    have h1 : -1 ≤ c := by nlinarith
    have h2 : c ≤ 1 := by nlinarith
    obtain ⟨hC, hS⟩ := nnn_param u (Real.arccos c)
    rw [Real.cos_arccos h1 h2] at hC hS
    exact ⟨2 * u, u - Real.arccos c, hC, hS⟩
```

**Q:** What if the three phases did not have to add up to zero?

**A:** The bound would fail. Three phases equal to $\pi$ give $(C,S)=(-3,0)$, where $D=81+216+162-27=432>0$. At the other extreme, zero momentum has $a=b=0$, so $(C,S)=(3,0)$ and $D=81-216+162-27=0$, in agreement with the vanishing sines.

**Q:** And where is the deltoid?

**A:** It is the zero set of $D$: the curve $x=2\cos s+\cos 2s$, $y=2\sin s-\sin 2s$, or $z=2e^{is}+e^{-2is}$, with $s$ real. If $D=0$, there are three cases:

- $c=1$ gives $z=e^{2iu}+2e^{-iu}$, so $s=-u$.
- $c=-1$ gives $z=e^{2iu}-2e^{-iu}$, so $s=\pi-u$.
- $c=\cos 3u$ gives $z=2e^{2iu}+e^{-4iu}$, so $s=2u$.

Conversely, $u=-s$ and $c=1$ produce the curve, and the factor $c^2-1$ vanishes. The Lean proof splits the product into the same cases.

```lean
/-- The zero set of the quartic is the deltoid, the three-cusped curve
`(2 cos s + cos 2s, 2 sin s - sin 2s)`. -/
theorem deltoidPoly_eq_zero_iff (x y : ℝ) :
    deltoidPoly x y = 0 ↔ ∃ s : ℝ, x = 2 * Real.cos s + Real.cos (2 * s) ∧
      y = 2 * Real.sin s - Real.sin (2 * s) := by
  constructor
  · intro hD
    obtain ⟨u, c, rfl, rfl⟩ := exists_param x y
    rw [deltoidPoly_param] at hD
    have hf : (c - 1) * ((c + 1) * (Real.cos (3 * u) - c) ^ 2) = 0 := by
      linear_combination hD / 16
    -- each vanishing factor gives a point of the curve
    rcases mul_eq_zero.1 hf with h | h
    · have hc : c = 1 := by linarith
      subst hc
      refine ⟨-u, ?_, ?_⟩ <;>
        simp only [Real.cos_two_mul, Real.sin_two_mul, Real.cos_neg, Real.sin_neg] <;> ring
    rcases mul_eq_zero.1 h with h | h
    · have hc : c = -1 := by linarith
      subst hc
      refine ⟨Real.pi - u, ?_, ?_⟩ <;>
        simp only [Real.cos_two_mul, Real.sin_two_mul, Real.cos_pi_sub, Real.sin_pi_sub] <;>
        ring
    · have hc : c = Real.cos (3 * u) := by
        have := pow_eq_zero_iff (two_ne_zero) |>.1 h
        linarith
      subst hc
      refine ⟨2 * u, ?_, ?_⟩ <;>
        simp only [Real.cos_two_mul, Real.sin_two_mul, Real.cos_three_mul] <;> ring
  · rintro ⟨s, rfl, rfl⟩
    have hp := deltoidPoly_param (-s) 1
    rw [show 2 * (-s) = -(2 * s) by ring, Real.cos_neg, Real.cos_neg, Real.sin_neg,
      Real.sin_neg] at hp
    rw [show 2 * Real.cos s + Real.cos (2 * s)
        = Real.cos (2 * s) + 2 * 1 * Real.cos s by ring,
      show 2 * Real.sin s - Real.sin (2 * s)
        = -Real.sin (2 * s) - 2 * 1 * -Real.sin s by ring, hp]
    ring

end

end HaldaneDeltoid
```

```lean
#print axioms HaldaneDeltoid.nnnHopping_eq
#print axioms HaldaneDeltoid.nnn_range_iff
#print axioms HaldaneDeltoid.deltoidPoly_eq_zero_iff
```

```
'HaldaneDeltoid.nnnHopping_eq' depends on axioms: [propext, Classical.choice, Quot.sound]
'HaldaneDeltoid.nnn_range_iff' depends on axioms: [propext, Classical.choice, Quot.sound]
'HaldaneDeltoid.deltoidPoly_eq_zero_iff' depends on axioms: [propext, Classical.choice, Quot.sound]
```

**Q:** What does this tell me about the bands?

**A:** For the non-interacting model with equal second-neighbour amplitudes, it fixes which common energy shifts and which odd mass terms can occur together at one momentum. The zone corners, for example $a=2\pi/3$, $b=-2\pi/3$, give $(C,S)=(-\tfrac32,\pm\tfrac{3\sqrt3}{2})$, two of the deltoid's cusps; zero momentum gives the third.
